# Logarithmic derivatives with the same potential and energy approach each other exponentially when their sum is at least 2κ > 0

An ultrasoft pseudopotential with wrong core scattering can pass a logarithmic-derivative check made at too large a radius. If a barrier lies between the core and that radius, outward integration may shrink the discrepancy until the curves seem to agree. Without a bound on this damping, the agreement is easily misread as evidence about the core.

## The damping bound

Let $u=rR$ be the radial function of one angular-momentum channel and $L=u'/u$ its logarithmic derivative. In atomic units, with the centrifugal term included in $V$, two such functions for the same $V$ and energy $E$, both without nodes on $[a,b]$, satisfy
$$L_i'=2(V-E)-L_i^2,\qquad i=1,2,$$
on $[a,b]$. If $L_1+L_2\ge 2\kappa$ there, then for every $r\in[a,b]$
$$|L_1(r)-L_2(r)|\le e^{-2\kappa(r-a)}\,|L_1(a)-L_2(a)|.$$

The constant $\kappa$ is an inverse length: in a constant barrier with $2(V-E)=\kappa^2$ and $\kappa>0$, the growing solution $e^{\kappa r}$ has $L=\kappa$. The inequality holds for any real $\kappa$, but it describes forgetting only for $\kappa>0$.

## Choosing the comparison radius

A generation code compares all-electron and pseudo logarithmic derivatives at a chosen radius. Take $a$ beyond all cutoff radii, where projectors and augmentation vanish and both functions see the same local potential. For this single-channel, non-relativistic problem, without nodes and with $L_1+L_2\ge2\kappa$ on $[a,b]$, a discrepancy seen at $r$ was at least $e^{2\kappa(r-a)}$ times as large at $a$. With $\kappa(r-a)=2$, that factor is about 55, so a tolerance should be set with the comparison radius in mind.

## From the Riccati equation to the exponential

Where $u\ne0$, the radial equation $u''=2(V-E)u$ gives
$$L'=\frac{u''}{u}-\left(\frac{u'}{u}\right)^2=2(V-E)-L^2.$$
Put $D=L_1-L_2$ and $S=L_1+L_2$. Subtraction cancels the potential:
$$D'=-(L_1^2-L_2^2)=-SD.$$
With $I(r)=\int_a^r S(x)\,dx$,
$$(De^{I})'=(-SD+DS)e^{I}=0,\qquad D(r)=e^{-I(r)}D(a).$$
Since $S\ge2\kappa$ implies $I(r)\ge2\kappa(r-a)$, taking absolute values gives the bound. If instead $S\le2\mu$ for a constant $\mu$, then $|D(r)|\ge e^{-2\mu(r-a)}|D(a)|$.

The rate is attained. For real $d$, set $q=e^{-2\kappa(r-a)}$ and $L_\pm=\kappa\pm dq/2$. Then $L_\pm'=\mp\kappa dq$ and
$$L_\pm'+L_\pm^2=\kappa^2+\tfrac{d^2}{4}q^2,$$
so both solve the Riccati equation with $2(V-E)$ equal to the right-hand side. Their sum is $2\kappa$ and their difference is $dq$.

## The Lean file

```lean
import Mathlib

open Set

namespace LogDerivativeForgetting

noncomputable section

/-- The Riccati equation `L' = 2 (V - E) - L ^ 2` on `[a, b]`, in atomic units, with one-sided
derivatives at the end points. -/
def SolvesRiccati (V : ℝ → ℝ) (E a b : ℝ) (L : ℝ → ℝ) : Prop :=
  ∀ r ∈ Icc a b, HasDerivWithinAt L (2 * (V r - E) - L r ^ 2) (Icc a b) r

variable {V L₁ L₂ : ℝ → ℝ} {E a b : ℝ}

/-- If `u` solves the radial Schrödinger equation `u'' = 2 (V - E) u` on `[a, b]` and has no node
there, its logarithmic derivative `u' / u` solves the Riccati equation. -/
theorem solvesRiccati_of_schrodinger {u u' : ℝ → ℝ}
    (hu : ∀ r ∈ Icc a b, HasDerivWithinAt u (u' r) (Icc a b) r)
    (hu' : ∀ r ∈ Icc a b, HasDerivWithinAt u' (2 * (V r - E) * u r) (Icc a b) r)
    (h0 : ∀ r ∈ Icc a b, u r ≠ 0) :
    SolvesRiccati V E a b (fun r => u' r / u r) := by
  intro r hr
  have hne := h0 r hr
  refine ((hu' r hr).div (hu r hr) hne).congr_deriv ?_
  show (2 * (V r - E) * u r * u r - u' r * u' r) / u r ^ 2
    = 2 * (V r - E) - (u' r / u r) ^ 2
  have hq : u' r / u r * u r = u' r := by field_simp
  rw [div_eq_iff (pow_ne_zero 2 hne)]
  linear_combination (u' r / u r * u r + u' r) * hq

/-- The difference of two solutions of the same Riccati equation obeys a linear decay law whose
rate is the sum of the two solutions. -/
theorem hasDerivWithinAt_difference (h₁ : SolvesRiccati V E a b L₁)
    (h₂ : SolvesRiccati V E a b L₂) {r : ℝ} (hr : r ∈ Icc a b) :
    HasDerivWithinAt (fun x => L₁ x - L₂ x) (-(L₁ r + L₂ r) * (L₁ r - L₂ r)) (Icc a b) r :=
  ((h₁ r hr).sub (h₂ r hr)).congr_deriv (by ring)

/-- The sum of two solutions of the Riccati equation is continuous on `[a, b]`. -/
theorem continuousOn_sum (h₁ : SolvesRiccati V E a b L₁) (h₂ : SolvesRiccati V E a b L₂) :
    ContinuousOn (fun x => L₁ x + L₂ x) (Icc a b) :=
  fun x hx => (h₁ x hx).continuousWithinAt.add (h₂ x hx).continuousWithinAt

/-- Exact propagation of an error in the logarithmic derivative: the difference of two solutions
at `r` is its value at `a` times `exp (-∫ (L₁ + L₂))`, integrated from `a` to `r`. -/
theorem difference_eq (h₁ : SolvesRiccati V E a b L₁) (h₂ : SolvesRiccati V E a b L₂)
    {r : ℝ} (hr : r ∈ Icc a b) :
    L₁ r - L₂ r = Real.exp (-∫ x in a..r, (L₁ x + L₂ x)) * (L₁ a - L₂ a) := by
  have hab : a ≤ b := hr.1.trans hr.2
  -- extend the decay rate continuously to the whole line
  obtain ⟨g, hg, hgL⟩ : ∃ g : ℝ → ℝ, Continuous g ∧ ∀ x ∈ Icc a b, g x = L₁ x + L₂ x := by
    have hp : Continuous (fun x : ℝ => max a (min b x)) :=
      continuous_const.max (continuous_const.min continuous_id)
    refine ⟨fun x => L₁ (max a (min b x)) + L₂ (max a (min b x)),
      (continuousOn_sum h₁ h₂).comp_continuous hp
        (fun x => ⟨le_max_left _ _, max_le hab (min_le_left _ _)⟩), fun x hx => ?_⟩
    have hx' : max a (min b x) = x := by rw [min_eq_right hx.2, max_eq_right hx.1]
    simp only [hx']
  -- the difference times the integrating factor has zero derivative
  have hF : ∀ x ∈ Icc a b, HasDerivWithinAt
      (fun y => (L₁ y - L₂ y) * Real.exp (∫ t in a..y, g t)) 0 (Icc a b) x := by
    intro x hx
    have hI : HasDerivAt (fun y => ∫ t in a..y, g t) (g x) x :=
      (hg.integral_hasStrictDerivAt a x).hasDerivAt
    refine ((hasDerivWithinAt_difference h₁ h₂ hx).mul
      hI.exp.hasDerivWithinAt).congr_deriv ?_
    simp only [hgL x hx]
    ring
  have hconst := constant_of_derivWithin_zero
    (fun x hx => (hF x hx).differentiableWithinAt)
    (fun x hx => (hF x (Ico_subset_Icc_self hx)).derivWithin
      (uniqueDiffOn_Icc (hx.1.trans_lt hx.2) x (Ico_subset_Icc_self hx))) r hr
  simp only [intervalIntegral.integral_same, Real.exp_zero, mul_one] at hconst
  have hint : ∫ t in a..r, g t = ∫ t in a..r, (L₁ t + L₂ t) := by
    refine intervalIntegral.integral_congr (fun t ht => ?_)
    rw [uIcc_of_le hr.1] at ht
    exact hgL t ⟨ht.1, ht.2.trans hr.2⟩
  rw [hint] at hconst
  rw [← hconst, mul_left_comm, ← Real.exp_add, neg_add_cancel, Real.exp_zero, mul_one]

/-- If two solutions of the Riccati equation for the same potential and energy have sum at least
`2 κ` on `[a, b]`, their distance at `r` is at most `exp (-2 κ (r - a))` times their distance at
`a`. -/
theorem abs_difference_le (h₁ : SolvesRiccati V E a b L₁) (h₂ : SolvesRiccati V E a b L₂)
    {κ : ℝ} (hκ : ∀ x ∈ Icc a b, 2 * κ ≤ L₁ x + L₂ x) {r : ℝ} (hr : r ∈ Icc a b) :
    |L₁ r - L₂ r| ≤ Real.exp (-2 * κ * (r - a)) * |L₁ a - L₂ a| := by
  have hc := (continuousOn_sum h₁ h₂).mono (Icc_subset_Icc_right hr.2)
  -- the accumulated decay rate is at least that of a constant rate `2 κ`
  have h : (∫ _ in a..r, 2 * κ) ≤ ∫ x in a..r, (L₁ x + L₂ x) :=
    intervalIntegral.integral_mono_on hr.1 (continuous_const.intervalIntegrable _ _)
      (hc.intervalIntegrable_of_Icc hr.1) (fun x hx => hκ x ⟨hx.1, hx.2.trans hr.2⟩)
  rw [intervalIntegral.integral_const, smul_eq_mul] at h
  rw [difference_eq h₁ h₂ hr, abs_mul, abs_of_pos (Real.exp_pos _)]
  exact mul_le_mul_of_nonneg_right (Real.exp_le_exp.mpr (by linarith)) (abs_nonneg _)

/-- If two solutions of the same Riccati equation have sum at most `2 μ` on `[a, b]`, their distance
at `r` is at least `exp (-2 μ (r - a))` times that at `a`. -/
theorem le_abs_difference (h₁ : SolvesRiccati V E a b L₁) (h₂ : SolvesRiccati V E a b L₂)
    {μ : ℝ} (hμ : ∀ x ∈ Icc a b, L₁ x + L₂ x ≤ 2 * μ) {r : ℝ} (hr : r ∈ Icc a b) :
    Real.exp (-2 * μ * (r - a)) * |L₁ a - L₂ a| ≤ |L₁ r - L₂ r| := by
  have hc := (continuousOn_sum h₁ h₂).mono (Icc_subset_Icc_right hr.2)
  have h : (∫ x in a..r, (L₁ x + L₂ x)) ≤ ∫ _ in a..r, 2 * μ :=
    intervalIntegral.integral_mono_on hr.1 (hc.intervalIntegrable_of_Icc hr.1)
      (continuous_const.intervalIntegrable _ _) (fun x hx => hμ x ⟨hx.1, hx.2.trans hr.2⟩)
  rw [intervalIntegral.integral_const, smul_eq_mul] at h
  rw [difference_eq h₁ h₂ hr, abs_mul, abs_of_pos (Real.exp_pos _)]
  exact mul_le_mul_of_nonneg_right (Real.exp_le_exp.mpr (by linarith)) (abs_nonneg _)

/-- The potential with `2 (V - E) = κ ^ 2 + (d ^ 2 / 4) exp (-4 κ (r - a))`. -/
def barrier (E κ d a r : ℝ) : ℝ :=
  E + (κ ^ 2 + d ^ 2 / 4 * Real.exp (-4 * κ * (r - a))) / 2

/-- The function `κ + (d / 2) exp (-2 κ (r - a))`, which starts at `κ + d / 2` for `r = a`. -/
def branch (κ d a r : ℝ) : ℝ := κ + d / 2 * Real.exp (-2 * κ * (r - a))

/-- The function `branch κ d a` solves the Riccati equation of the potential `barrier E κ d a`
at energy `E`. -/
theorem branch_solves (E κ d a b : ℝ) :
    SolvesRiccati (barrier E κ d a) E a b (branch κ d a) := by
  intro r _
  have hl : HasDerivAt (fun x : ℝ => -2 * κ * (x - a)) (-2 * κ) r :=
    (((hasDerivAt_id' r).sub_const a).const_mul (-2 * κ)).congr_deriv (by ring)
  have he : Real.exp (-4 * κ * (r - a)) = Real.exp (-2 * κ * (r - a)) ^ 2 := by
    rw [sq, ← Real.exp_add]
    congr 1
    ring
  refine ((hl.exp.const_mul (d / 2)).const_add κ).hasDerivWithinAt.congr_deriv ?_
  simp only [barrier, branch, he]
  ring

/-- The bound `abs_difference_le` is attained: for every `κ` and `d` the branches with `d` and `-d`
solve the same Riccati equation, their sum is exactly `2 κ`, they differ by `d` at `a`, and their
difference at `r` is exactly `exp (-2 κ (r - a)) d`. -/
theorem forgetting_sharp (E κ d a b : ℝ) :
    SolvesRiccati (barrier E κ d a) E a b (branch κ d a) ∧
    SolvesRiccati (barrier E κ d a) E a b (branch κ (-d) a) ∧
    (∀ r, branch κ d a r + branch κ (-d) a r = 2 * κ) ∧
    branch κ d a a - branch κ (-d) a a = d ∧
    ∀ r, branch κ d a r - branch κ (-d) a r = Real.exp (-2 * κ * (r - a)) * d := by
  -- the potential depends on `d` only through its square
  have hb : barrier E κ (-d) a = barrier E κ d a := by
    funext r
    simp only [barrier, neg_sq]
  have h := branch_solves E κ (-d) a b
  rw [hb] at h
  refine ⟨branch_solves E κ d a b, h, fun r => ?_, ?_, fun r => ?_⟩
  · simp only [branch]
    ring
  · simp only [branch, sub_self, mul_zero, Real.exp_zero]
    ring
  · simp only [branch]
    ring

end

end LogDerivativeForgetting
```

```lean
#print axioms LogDerivativeForgetting.solvesRiccati_of_schrodinger
#print axioms LogDerivativeForgetting.abs_difference_le
#print axioms LogDerivativeForgetting.le_abs_difference
#print axioms LogDerivativeForgetting.forgetting_sharp
```

```
'LogDerivativeForgetting.solvesRiccati_of_schrodinger' depends on axioms: [propext, Classical.choice, Quot.sound]
'LogDerivativeForgetting.abs_difference_le' depends on axioms: [propext, Classical.choice, Quot.sound]
'LogDerivativeForgetting.le_abs_difference' depends on axioms: [propext, Classical.choice, Quot.sound]
'LogDerivativeForgetting.forgetting_sharp' depends on axioms: [propext, Classical.choice, Quot.sound]
```

## How the statements and proofs correspond

`SolvesRiccati V E a b L` is the Riccati equation on `Icc a b`, the closed interval, with derivatives taken within it. `solvesRiccati_of_schrodinger` derives it from the radial equation; there `u'` is a separate function that the hypothesis `hu` makes the derivative of `u`, and `h0` excludes nodes.

`hasDerivWithinAt_difference` is the subtraction step, and `difference_eq` is the exact law for $D$. `abs_difference_le` and `le_abs_difference` compare the integral with that of a constant, using `integral_mono_on`. `forgetting_sharp` verifies the pair $L_\pm$, written `branch κ d a` and `branch κ (-d) a`. Despite its name, `barrier` is the whole potential $V$, built around the chosen $E$.

## Clamping the rate to the interval

The integrating factor needs the derivative of $I$, but the Mathlib lemma used, `integral_hasStrictDerivAt`, asks for an integrand continuous on the whole line. $S$ is known to be continuous only on $[a,b]$. The proof therefore evaluates it at `max a (min b x)`, which sends every real number into $[a,b]$ and leaves points of the interval fixed. The resulting `g` is continuous everywhere and equals $S$ where it matters. `constant_of_derivWithin_zero` then makes $De^{I}$ constant, and `integral_congr` puts $S$ back. Continuity of $V$ is not assumed, but a jump of $V$ inside $[a,b]$ is excluded, because $L$ would have no derivative there.

## Barriers, decaying solutions and grids

The lower bound on $L_1+L_2$ is assumed, not derived from $V>E$. In a constant barrier the decaying solution has $L=-\sqrt{2(V-E)}$, and a small error around it initially grows outward. A code should therefore check the sum itself, not only the height of the barrier.

The theorems concern exact solutions. Carrying the bound over to tabulated logarithmic derivatives requires a separate estimate of the integrator's discretisation and rounding errors.
